# Cardinal functions of a finite real orthonormal basis are orthogonal exactly when its kernel vanishes between different grid points

## Basis, grid and kernel

Let φ_n be real functions on a set X, and let x_j be points of X. Both labels run over the same finite index set, so there are as many points as functions. In Lean the index set is `ι`, the basis is `φ : ι → X → ℝ` and the grid is `x : ι → X`. The φ_n are ordinary functions with definite values at every point, which sampling on a grid needs. Nothing is assumed about the dimension or geometry of X.

```lean
import Mathlib

open MeasureTheory Matrix

namespace GeneralDVR

noncomputable section

variable {X ι : Type*} [Fintype ι] [DecidableEq ι] {φ : ι → X → ℝ} {x : ι → X}
```

A function of the space is an expansion with real coefficients c_n:

f(s) = Σ_n c_n φ_n(s).

```lean
/-- The function with expansion coefficients `c` in the basis `φ`. -/
def expand (φ : ι → X → ℝ) (c : ι → ℝ) : X → ℝ := fun s => ∑ n, c n * φ n s
```

The values of the basis functions on the grid form a square matrix B, with the function as row index and the point as column index:

B_nj = φ_n(x_j).

```lean
/-- The matrix of basis function values at the grid points. -/
def sampling (φ : ι → X → ℝ) (x : ι → X) : Matrix ι ι ℝ :=
  Matrix.of fun n j => φ n (x j)
```

The kernel of the basis is

K(s,t) = Σ_n φ_n(s) φ_n(t).

```lean
/-- The kernel `K(s,t) = ∑ φ_n(s) φ_n(t)`. -/
def kernel (φ : ι → X → ℝ) (s t : X) : ℝ := ∑ n, φ n s * φ n t
```

The cardinal function C_i of the point x_i takes row i of B⁻¹ as its coefficients:

C_i(s) = Σ_n (B⁻¹)_in φ_n(s).

```lean
/-- The cardinal function of grid point `i`, with row `i` of the inverse sampling
matrix as coefficients. -/
def cardinal (φ : ι → X → ℝ) (x : ι → X) (i : ι) : X → ℝ :=
  expand φ ((sampling φ x)⁻¹ i)
```

## Values on the grid determine the function

From here on B is assumed invertible, written `IsUnit (sampling φ x).det`. This means that a combination of the basis functions vanishes at every grid point only if all its coefficients are zero. It also forces the points to be distinct, since two equal points would give B two equal columns.

At the grid points the definition of C_i becomes a matrix product:

C_i(x_j) = Σ_n (B⁻¹)_in B_nj = (B⁻¹B)_ij = δ_ij.

The proof reads off entry (i,j) of B⁻¹B = 1.

```lean
/-- Each cardinal function is one at its own grid point and zero at the others. -/
theorem cardinal_apply (h : IsUnit (sampling φ x).det) (i j : ι) :
    cardinal φ x i (x j) = if i = j then 1 else 0 := by
  have e := congrFun (congrFun (Matrix.nonsing_inv_mul _ h) i) j
  rw [Matrix.mul_apply, Matrix.one_apply] at e
  exact e
```

The grid values of f are f(x_j) = Σ_n c_n B_nj, which is the row vector cB. Multiplying by B⁻¹ from the right recovers the coefficients:

(cB)B⁻¹ = c.

```lean
/-- The coefficients of a function are recovered from its values on the grid. -/
theorem coeff_from_grid (h : IsUnit (sampling φ x).det) (c : ι → ℝ) :
    (c ᵥ* sampling φ x) ᵥ* (sampling φ x)⁻¹ = c := by
  rw [Matrix.vecMul_vecMul, Matrix.mul_nonsing_inv _ h, Matrix.vecMul_one]
```

Inserting these coefficients into the expansion and exchanging the two finite sums gives the interpolation formula, valid at every s in X and not only on the grid:

f(s) = Σ_m Σ_i f(x_i) (B⁻¹)_im φ_m(s) = Σ_i f(x_i) C_i(s).

The `calc` block follows this line, with `Finset.sum_comm` making the exchange.

```lean
/-- Every function of the space is the sum of the cardinal functions weighted by its
grid values. -/
theorem interpolation (h : IsUnit (sampling φ x).det) (c : ι → ℝ) (s : X) :
    expand φ c s = ∑ i, expand φ c (x i) * cardinal φ x i s := by
  calc expand φ c s
      = expand φ ((c ᵥ* sampling φ x) ᵥ* (sampling φ x)⁻¹) s := by
        rw [coeff_from_grid h]
    _ = ∑ m, (∑ i, expand φ c (x i) * (sampling φ x)⁻¹ i m) * φ m s := rfl
    _ = _ := by
        simp_rw [Finset.sum_mul]
        rw [Finset.sum_comm]
        refine Finset.sum_congr rfl fun i _ => ?_
        change _ = expand φ c (x i) * ∑ m, (sampling φ x)⁻¹ i m * φ m s
        rw [Finset.mul_sum]
        exact Finset.sum_congr rfl fun m _ => mul_assoc _ _ _
```

## Overlaps become dot products

The overlap of two real functions is taken with respect to a measure μ on X:

⟨f,g⟩ = ∫ f(s) g(s) dμ(s).

A weight function or a discrete sum can be absorbed into μ. There is no complex conjugation, so complex plane waves are not covered in this form.

```lean
-- From here on functions are also integrated.
variable [MeasurableSpace X] {μ : Measure X}

/-- The overlap integral of two real functions. -/
def overlap (μ : Measure X) (f g : X → ℝ) : ℝ := ∫ s, f s * g s ∂μ
```

Orthonormality means ⟨φ_m,φ_n⟩ = δ_mn. Integrability of every product φ_m φ_n is a separate requirement, because Lean assigns the value zero to the integral of a non-integrable function, and a zero overlap could then be spurious.

```lean
/-- The functions `φ n` have integrable products and are orthonormal. -/
structure IsOrthonormalSet (μ : Measure X) (φ : ι → X → ℝ) : Prop where
  integrable : ∀ m n, Integrable (fun s => φ m s * φ n s) μ
  ortho : ∀ m n, overlap μ (φ m) (φ n) = if m = n then 1 else 0
```

The overlaps of the cardinal functions are collected in a matrix S:

S_ij = ⟨C_i,C_j⟩.

```lean
/-- The matrix of overlaps of the cardinal functions. -/
def cardinalOverlap (μ : Measure X) (φ : ι → X → ℝ) (x : ι → X) : Matrix ι ι ℝ :=
  Matrix.of fun i j => overlap μ (cardinal φ x i) (cardinal φ x j)
```

To compute S, integrals have to pass through finite sums. The next lemma shows, by induction on the set of terms, that a finite sum of integrable functions is integrable and that its integral is the sum of the integrals.

```lean
lemma integral_of_sum {κ : Type*} {f : κ → X → ℝ} (hf : ∀ i, Integrable (f i) μ)
    (t : Finset κ) : Integrable (fun s => ∑ i ∈ t, f i s) μ ∧
      (∫ s, (∑ i ∈ t, f i s) ∂μ) = ∑ i ∈ t, ∫ s, f i s ∂μ := by
  classical
  induction t using Finset.induction_on with
  | empty => simp
  | insert a t ha ih =>
    simp only [Finset.sum_insert ha]
    exact ⟨(hf a).add ih.1, (integral_add (hf a) ih.1).trans
      (congrArg (fun r => (∫ s, f a s ∂μ) + r) ih.2)⟩
```

For f = Σ_n c_n φ_n and g = Σ_m d_m φ_m, multiplying out and integrating term by term gives

⟨f,g⟩ = Σ_n Σ_m c_n d_m ⟨φ_n,φ_m⟩ = Σ_n c_n d_n.

In the proof, `h` is the multiplied-out product, `hi` and `hs` supply integrability for the inner and outer sums, and `e` inserts orthonormality.

```lean
/-- The overlap of two expansions is the dot product of their coefficients. -/
theorem overlap_expand (hφ : IsOrthonormalSet μ φ) (c d : ι → ℝ) :
    overlap μ (expand φ c) (expand φ d) = ∑ n, c n * d n := by
  have h : (fun s => expand φ c s * expand φ d s) =
      fun s => ∑ n, ∑ m, (c n * d m) * (φ n s * φ m s) := by
    funext s
    simp only [expand, Finset.sum_mul_sum]
    refine Finset.sum_congr rfl fun n _ => Finset.sum_congr rfl fun m _ => ?_
    ring
  have hi : ∀ n m, Integrable (fun s => (c n * d m) * (φ n s * φ m s)) μ :=
    fun n m => (hφ.integrable n m).const_mul _
  have hs : ∀ n, Integrable (fun s => ∑ m, (c n * d m) * (φ n s * φ m s)) μ :=
    fun n => (integral_of_sum (hi n) Finset.univ).1
  have e : ∀ n m, ∫ s, (c n * d m) * (φ n s * φ m s) ∂μ =
      (c n * d m) * if n = m then 1 else 0 := by
    intro n m
    rw [integral_const_mul]
    exact congrArg _ (hφ.ortho n m)
  unfold overlap
  rw [h]
  -- integrate term by term and use orthonormality
  refine (integral_of_sum hs Finset.univ).2.trans ?_
  refine Finset.sum_congr rfl fun n _ => ?_
  refine (integral_of_sum (hi n) Finset.univ).2.trans ?_
  simp only [e]
  simp
```

## The overlap matrix inverts the kernel matrix

The coefficients of C_i and C_j are rows i and j of B⁻¹, so

S_ij = Σ_n (B⁻¹)_in (B⁻¹)_jn, that is, S = B⁻¹(B⁻¹)ᵀ.

```lean
lemma cardinalOverlap_eq (hφ : IsOrthonormalSet μ φ) :
    cardinalOverlap μ φ x = (sampling φ x)⁻¹ * ((sampling φ x)⁻¹)ᵀ := by
  ext i j
  rw [Matrix.mul_apply]
  exact overlap_expand hφ _ _
```

The kernel on the grid is also a matrix product, K(x_i,x_j) = Σ_n B_ni B_nj = (BᵀB)_ij. Writing K for this matrix,

S K = B⁻¹ (B⁻¹)ᵀ Bᵀ B = B⁻¹ (B B⁻¹)ᵀ B = B⁻¹ B = 1.

The rewriting steps in Lean regroup the four factors in the same way.

```lean
/-- The overlap matrix of the cardinal functions times the kernel matrix on the grid
is the identity. -/
theorem overlap_mul_kernel (hφ : IsOrthonormalSet μ φ)
    (h : IsUnit (sampling φ x).det) :
    cardinalOverlap μ φ x * Matrix.of (fun i j => kernel φ (x i) (x j)) = 1 := by
  have hK : Matrix.of (fun i j => kernel φ (x i) (x j)) =
      (sampling φ x)ᵀ * sampling φ x := by
    ext i j
    rw [Matrix.mul_apply]
    rfl
  rw [cardinalOverlap_eq hφ, hK, Matrix.mul_assoc,
    ← Matrix.mul_assoc ((sampling φ x)⁻¹)ᵀ, ← Matrix.transpose_mul,
    Matrix.mul_nonsing_inv _ h, Matrix.transpose_one, Matrix.one_mul,
    Matrix.nonsing_inv_mul _ h]
```

## Diagonal together

Suppose A D = 1 with D diagonal. In the sum for entry (i,j) only the term k = j survives:

A_ij D_jj = δ_ij.

```lean
lemma inverse_of_diagonal {A D : Matrix ι ι ℝ} (h : A * D = 1)
    (hD : ∀ i j, i ≠ j → D i j = 0) (i j : ι) :
    A i j * D j j = if i = j then 1 else 0 := by
  have e := congrFun (congrFun h i) j
  rw [Matrix.mul_apply, Matrix.one_apply, Finset.sum_eq_single j
    (fun k _ hk => by rw [hD k j hk, mul_zero])
    (fun hj => absurd (Finset.mem_univ j) hj)] at e
  exact e
```

Setting i = j shows that D_jj is not zero. For i ≠ j the product A_ij D_jj is zero, hence A_ij = 0, and A is diagonal as well.

```lean
lemma offdiag_inverse {A D : Matrix ι ι ℝ} (h : A * D = 1)
    (hD : ∀ i j, i ≠ j → D i j = 0) (i j : ι) (hij : i ≠ j) : A i j = 0 := by
  have e := inverse_of_diagonal h hD i j
  have e' := inverse_of_diagonal h hD j j
  rw [if_neg hij] at e
  rw [if_pos rfl] at e'
  exact (mul_eq_zero.mp e).resolve_right (right_ne_zero_of_mul_eq_one e')
```

The main theorem applies this to S and K. If K is diagonal, S K = 1 makes S diagonal. If S is diagonal, the same argument applies to K S = 1, which `mul_eq_one_comm` obtains from S K = 1 because the matrices are square. For an orthonormal set φ and an invertible B, therefore,

⟨C_i,C_j⟩ = 0 for all i ≠ j  ⇔  K(x_i,x_j) = 0 for all i ≠ j.

Each side is a condition on all pairs at once. With two points there is only one pair, but with three or more the theorem does not equate the vanishing of a single overlap with the vanishing of the kernel for the same pair. With only one function and one point, both sides hold trivially.

```lean
/-- The cardinal functions are mutually orthogonal exactly when the kernel vanishes
between any two different grid points. -/
theorem cardinal_orthogonal_iff (hφ : IsOrthonormalSet μ φ)
    (h : IsUnit (sampling φ x).det) :
    (∀ i j, i ≠ j → overlap μ (cardinal φ x i) (cardinal φ x j) = 0) ↔
      ∀ i j, i ≠ j → kernel φ (x i) (x j) = 0 := by
  have e := overlap_mul_kernel hφ h
  -- the two matrices are mutually inverse, so they are diagonal together
  exact ⟨fun H => offdiag_inverse (mul_eq_one_comm.mp e) H,
    fun H => offdiag_inverse e H⟩
```

In a discrete variable representation built from a finite real orthonormal basis, this condition decides whether the cardinal functions give a diagonal overlap matrix. If they do, rescaling them to unit norm turns the generalised eigenvalue problem Hv = E S v, where H is the matrix of the Hamiltonian in the cardinal functions, into an ordinary one.

The functions C_i have the value one at their own points and are in general not normalised. When the kernel condition holds, the diagonal entries of S K = 1 give

⟨C_i,C_i⟩ K(x_i,x_i) = 1.

The normalised function is then √K(x_i,x_i) C_i, and its value at x_i is √K(x_i,x_i).

```lean
/-- If the kernel vanishes between different grid points, the squared norm of a cardinal
function times the kernel at its grid point is one. -/
theorem cardinal_norm (hφ : IsOrthonormalSet μ φ) (h : IsUnit (sampling φ x).det)
    (H : ∀ i j, i ≠ j → kernel φ (x i) (x j) = 0) (i : ι) :
    overlap μ (cardinal φ x i) (cardinal φ x i) * kernel φ (x i) (x i) = 1 :=
  (inverse_of_diagonal (overlap_mul_kernel hφ h) H i i).trans (if_pos rfl)
```

## Orthogonality as exact quadrature

Orthogonality is also equivalent to the existence of weights w_i with

⟨f,g⟩ = Σ_i w_i f(x_i) g(x_i)

for all f and g in the space.

For the forward direction, write the coefficients of f and g as (cB)B⁻¹ and (dB)B⁻¹. The dot product of the coefficients becomes

⟨f,g⟩ = Σ_i Σ_j f(x_i) S_ij g(x_j).

If the cardinal functions are orthogonal, only the terms with i = j remain, and the weights are w_i = ⟨C_i,C_i⟩, which equal 1/K(x_i,x_i) by the previous result.

For the converse, apply the rule to C_i and C_j with i ≠ j. At every grid point at least one of the two functions is zero, so the whole sum vanishes. The Lean proof distinguishes whether the point x_k carries the index i or not.

The exactness concerns overlaps of functions in the space. Matrix elements of a potential contain an additional factor V(s), and the theorem says nothing about the quadrature error there.

```lean
/-- The cardinal functions are mutually orthogonal exactly when some quadrature rule on
the grid gives all overlaps within the space exactly. -/
theorem orthogonal_iff_quadrature (hφ : IsOrthonormalSet μ φ)
    (h : IsUnit (sampling φ x).det) :
    (∀ i j, i ≠ j → overlap μ (cardinal φ x i) (cardinal φ x j) = 0) ↔
      ∃ w : ι → ℝ, ∀ c d, overlap μ (expand φ c) (expand φ d) =
        ∑ i, w i * (expand φ c (x i) * expand φ d (x i)) := by
  constructor
  · intro H
    refine ⟨fun i => overlap μ (cardinal φ x i) (cardinal φ x i), fun c d => ?_⟩
    -- write the coefficient dot product in terms of grid values
    have e : c ⬝ᵥ d = (c ᵥ* sampling φ x) ⬝ᵥ
        (cardinalOverlap μ φ x *ᵥ (d ᵥ* sampling φ x)) := by
      rw [cardinalOverlap_eq hφ, ← Matrix.mulVec_mulVec, Matrix.mulVec_transpose,
        Matrix.dotProduct_mulVec, coeff_from_grid h c, coeff_from_grid h d]
    rw [overlap_expand hφ]
    refine e.trans ?_
    change ∑ i, expand φ c (x i) * ∑ j, overlap μ (cardinal φ x i) (cardinal φ x j) *
      expand φ d (x j) = _
    refine Finset.sum_congr rfl fun i _ => ?_
    rw [Finset.sum_eq_single i
      (fun j _ hj => by rw [H i j (Ne.symm hj), zero_mul])
      (fun hi => absurd (Finset.mem_univ i) hi)]
    ring
  · rintro ⟨w, hw⟩ i j hij
    refine (hw _ _).trans (Finset.sum_eq_zero fun k _ => ?_)
    change w k * (cardinal φ x i (x k) * cardinal φ x j (x k)) = 0
    rw [cardinal_apply h, cardinal_apply h]
    by_cases hik : i = k
    · have hjk : j ≠ k := fun hj => hij (hik.trans hj.symm)
      rw [if_neg hjk, mul_zero, mul_zero]
    · rw [if_neg hik, zero_mul, mul_zero]
```

## Two Legendre polynomials

A concrete basis is given by the two lowest normalised Legendre polynomials,

φ_0(s) = √(1/2), φ_1(s) = √(3/2) s,

with Lebesgue measure restricted to (−1,1].

```lean
/-- The two lowest normalised Legendre polynomials. -/
def legendreTwo : Fin 2 → ℝ → ℝ :=
  ![fun _ => √(1 / 2), fun s => √(3 / 2) * s]
```

Their overlaps are elementary integrals over the interval:

⟨φ_0,φ_0⟩ = (1/2)·2 = 1,
⟨φ_0,φ_1⟩ = √(1/2) √(3/2) ∫ s ds = 0,
⟨φ_1,φ_1⟩ = (3/2)·(2/3) = 1.

For grid points a and b the sampling determinant is

det B = √(1/2) √(3/2) (b − a),

which is nonzero whenever a ≠ b. The facts `e00` to `e11` are the four integrals, and the last part of the proof computes the determinant. The points may be any two distinct real numbers, inside the interval or not, since the polynomials are defined on the whole line. The theorem establishes orthonormality and invertibility for this basis; it does not select the pairs a, b whose cardinal functions are orthogonal.

```lean
/-- The two lowest normalised Legendre polynomials are orthonormal on `(-1, 1]`, and any
two distinct points give an invertible sampling matrix. -/
theorem legendreTwo_witness :
    IsOrthonormalSet (volume.restrict (Set.Ioc (-1 : ℝ) 1)) legendreTwo ∧
      ∀ a b : ℝ, a ≠ b → IsUnit (sampling legendreTwo ![a, b]).det := by
  have h1 : √(1 / 2 : ℝ) * √(1 / 2) = 1 / 2 := Real.mul_self_sqrt (by norm_num)
  have h3 : √(3 / 2 : ℝ) * √(3 / 2) = 3 / 2 := Real.mul_self_sqrt (by norm_num)
  refine ⟨⟨fun m n => ?_, fun m n => ?_⟩, fun a b hab => ?_⟩
  · have hc : ∀ k, Continuous (legendreTwo k) := by
      intro k
      fin_cases k
      · exact continuous_const
      · exact continuous_const.mul continuous_id
    exact ((hc m).mul (hc n)).integrableOn_Ioc
  · have e00 : ∫ _s in (-1 : ℝ)..1, √(1 / 2 : ℝ) * √(1 / 2) = 1 := by
      rw [h1, intervalIntegral.integral_const, smul_eq_mul]
      norm_num
    have e01 : ∫ s in (-1 : ℝ)..1, √(1 / 2 : ℝ) * (√(3 / 2) * s) = 0 := by
      rw [intervalIntegral.integral_const_mul, intervalIntegral.integral_const_mul,
        integral_id]
      norm_num
    have e10 : ∫ s in (-1 : ℝ)..1, (√(3 / 2 : ℝ) * s) * √(1 / 2) = 0 := by
      rw [intervalIntegral.integral_mul_const, intervalIntegral.integral_const_mul,
        integral_id]
      norm_num
    have e11 : ∫ s in (-1 : ℝ)..1, (√(3 / 2 : ℝ) * s) * (√(3 / 2) * s) = 1 := by
      have e : (fun s : ℝ => (√(3 / 2 : ℝ) * s) * (√(3 / 2) * s)) =
          fun s => 3 / 2 * s ^ 2 := by
        funext s
        linear_combination s ^ 2 * h3
      rw [e, intervalIntegral.integral_const_mul, integral_pow]
      norm_num
    unfold overlap
    rw [← intervalIntegral.integral_of_le (by norm_num : (-1 : ℝ) ≤ 1)]
    fin_cases m <;> fin_cases n
    · refine e00.trans ?_
      simp
    · refine e01.trans ?_
      simp
    · refine e10.trans ?_
      simp
    · refine e11.trans ?_
      simp
  · have e : (sampling legendreTwo ![a, b]).det = √(1 / 2) * √(3 / 2) * (b - a) := by
      rw [Matrix.det_fin_two]
      change √(1 / 2) * (√(3 / 2) * b) - √(1 / 2) * (√(3 / 2) * a) = _
      ring
    rw [e, isUnit_iff_ne_zero]
    exact mul_ne_zero (mul_ne_zero (by positivity) (by positivity))
      (sub_ne_zero.mpr hab.symm)

end

end GeneralDVR
```

```lean
#print axioms GeneralDVR.interpolation
#print axioms GeneralDVR.cardinal_orthogonal_iff
#print axioms GeneralDVR.cardinal_norm
#print axioms GeneralDVR.orthogonal_iff_quadrature
```

```
'GeneralDVR.interpolation' depends on axioms: [propext, Classical.choice, Quot.sound]
'GeneralDVR.cardinal_orthogonal_iff' depends on axioms: [propext, Classical.choice, Quot.sound]
'GeneralDVR.cardinal_norm' depends on axioms: [propext, Classical.choice, Quot.sound]
'GeneralDVR.orthogonal_iff_quadrature' depends on axioms: [propext, Classical.choice, Quot.sound]
```
